# Total Berry flux on a periodic mesh is a multiple of 2π when neighbouring states overlap

Let $k=(k_1,k_2)$ run over a mesh with $N_1\times N_2$ points and periodic boundaries, and write $e_1=(1,0)$, $e_2=(0,1)$. Each point carries a vector $u(k)$ in a complex inner product space. In Lean the mesh is `ZMod N₁ × ZMod N₂`, whose addition wraps around at the edges, and the space is `E`, which includes $\mathbb C^n$. The vectors need not be normalised. The inner product is conjugate-linear in its first argument.

```lean
import Mathlib

open scoped Real ComplexConjugate
open Complex (I arg)

namespace LatticeChernNumber

noncomputable section

variable {N₁ N₂ : ℕ} {E : Type*} [NormedAddCommGroup E] [InnerProductSpace ℂ E]
```

The link variable is the phase of the overlap between neighbours,
$$U_j(k)=\frac{\langle u(k),u(k+e_j)\rangle}{|\langle u(k),u(k+e_j)\rangle|},$$
written `link u e k` with $e=e_j$.

```lean
/-- The link variable from `k` to `k + e`: the overlap of the two states divided by its modulus. -/
def link (u : ZMod N₁ × ZMod N₂ → E) (e k : ZMod N₁ × ZMod N₂) : ℂ :=
  inner ℂ (u k) (u (k + e)) / (‖inner ℂ (u k) (u (k + e))‖ : ℂ)
```

Around the plaquette with lower left corner $k$, the links combine into
$$Q(k)=\frac{U_1(k)\,U_2(k+e_1)}{U_1(k+e_2)\,U_2(k)}.$$

```lean
/-- The quotient of link variables around the plaquette with lower left corner `k`. -/
def plaquette (u : ZMod N₁ × ZMod N₂ → E) (k : ZMod N₁ × ZMod N₂) : ℂ :=
  link u (1, 0) k * link u (0, 1) (k + (1, 0)) /
    (link u (1, 0) (k + (0, 1)) * link u (0, 1) k)
```

The flux is $F(k)=\arg Q(k)$, a real number in $(-\pi,\pi]$. If the Berry connection is defined as $i\langle u|\partial u\rangle$, its flux has the opposite sign.

```lean
/-- The lattice Berry flux through a plaquette, taken on the principal branch. -/
def flux (u : ZMod N₁ × ZMod N₂ → E) (k : ZMod N₁ × ZMod N₂) : ℝ :=
  arg (plaquette u k)
```

The product of the raw overlaps, taken once around the plaquette, is
$$L(k)=\langle u(k),u(k+e_1)\rangle\langle u(k+e_1),u(k+e_1+e_2)\rangle\langle u(k+e_1+e_2),u(k+e_2)\rangle\langle u(k+e_2),u(k)\rangle .$$

```lean
/-- The cyclic product of the four raw overlaps around a plaquette. -/
def overlapLoop (u : ZMod N₁ × ZMod N₂ → E) (k : ZMod N₁ × ZMod N₂) : ℂ :=
  inner ℂ (u k) (u (k + (1, 0))) *
    inner ℂ (u (k + (1, 0))) (u (k + (1, 0) + (0, 1))) *
    inner ℂ (u (k + (1, 0) + (0, 1))) (u (k + (0, 1))) *
    inner ℂ (u (k + (0, 1))) (u k)
```

For a single isolated band of a non-interacting two-dimensional crystal, with the mesh covering the Brillouin zone once, $\frac{1}{2\pi}\sum_k F(k)$ is a lattice Chern number, computed from eigenvectors whose phases a diagonalisation routine leaves arbitrary. The theorems make it an integer on any finite mesh with nonvanishing neighbour overlaps; whether it equals the Chern number of the continuous band is a separate question about mesh resolution.

## Nonzero overlaps turn links into phases

The hypotheses `h₁` and `h₂` of `total_flux_quantized` say that $\langle u(k),u(k+e_j)\rangle\neq0$ for every $k$ and for $j=1,2$. Physically, the states at neighbouring mesh points are never orthogonal. This also forces every $u(k)$ to be nonzero.

By hand, the condition gives $|U_j(k)|=1$, hence $|Q(k)|=1$ and
$$Q(k)=e^{iF(k)}.$$
The lemma `norm_link` proves the statement about one link by dividing a nonzero modulus by itself.

```lean
/-- A link between states with nonzero overlap is a pure phase. -/
theorem norm_link (u : ZMod N₁ × ZMod N₂ → E) (e k : ZMod N₁ × ZMod N₂)
    (h : inner ℂ (u k) (u (k + e)) ≠ 0) : ‖link u e k‖ = 1 := by
  rw [link, norm_div, Complex.norm_real, norm_norm, div_self (norm_ne_zero_iff.2 h)]
```

Without the condition a link has no phase. Lean sets $z/0=0$ for every $z$ and $\arg 0=0$, so the affected plaquettes drop out of the sum and quantisation can fail. In the $4\times4$ family at the end of this note, replacing the vector at the mesh point $k=(0,0)$ by the vector $(0,1)$ silences two plaquettes of flux $-\pi/4$ and two of flux zero, and the total becomes $-3\pi/2$.

## Periodicity makes the links cancel

The second hypothesis is that the mesh is finite and closes on itself. Finiteness is `[NeZero N₁] [NeZero N₂]`, needed because `ZMod 0` is the set of all integers. Closure is built into the type of `u`: a point and its translate by a full period carry the same vector. For Bloch states this fits a Hamiltonian matrix that is periodic in $k$. If the basis phases include atomic positions inside the cell, the matrix is periodic only up to a unitary transformation, and those phases must be removed from the eigenvectors at every $k$ before the states are placed on this mesh.

By hand, multiply $Q(k)$ over the mesh:
$$\prod_k Q(k)=\frac{\prod_k U_1(k)\,\prod_k U_2(k+e_1)}{\prod_k U_1(k+e_2)\,\prod_k U_2(k)}.$$
A shift by $e_1$ or $e_2$ only permutes the mesh points, so $\prod_k U_2(k+e_1)=\prod_k U_2(k)$ and $\prod_k U_1(k+e_2)=\prod_k U_1(k)$. The quotient is therefore 1, and
$$e^{i\sum_k F(k)}=\prod_k e^{iF(k)}=\prod_k Q(k)=1,$$
which gives $\sum_kF(k)=2\pi m$ for some integer $m$.

The Lean theorem states this conclusion as the existence of `m : ℤ`. In its proof, `hexp` is the identity $Q=e^{iF}$, and `hprod` is the cancellation, with `Equiv.prod_comp` performing the two shifts. The overlap hypotheses enter both steps: they give $Q$ modulus one, and they make the common product of links nonzero so that it can be divided out. The step `hone` converts the product into the exponential of the sum, and `Complex.exp_eq_one_iff` supplies the integer.

```lean
/-- The total lattice Berry flux through the periodic mesh is an integer multiple of `2π`
when all neighbour overlaps are nonzero. -/
theorem total_flux_quantized [NeZero N₁] [NeZero N₂] (u : ZMod N₁ × ZMod N₂ → E)
    (h₁ : ∀ k, inner ℂ (u k) (u (k + (1, 0))) ≠ 0)
    (h₂ : ∀ k, inner ℂ (u k) (u (k + (0, 1))) ≠ 0) :
    ∃ m : ℤ, ∑ k, flux u k = 2 * π * m := by
  have n₁ := fun k => norm_link u (1, 0) k (h₁ k)
  have n₂ := fun k => norm_link u (0, 1) k (h₂ k)
  -- each plaquette quotient is the exponential of its flux
  have hexp : ∀ k, Complex.exp ((flux u k : ℂ) * I) = plaquette u k := by
    intro k
    have hn : ‖plaquette u k‖ = 1 := by
      rw [plaquette, norm_div, norm_mul, norm_mul, n₁, n₂, n₁, n₂]
      norm_num
    have h := Complex.norm_mul_exp_arg_mul_I (plaquette u k)
    rw [hn, Complex.ofReal_one, one_mul] at h
    exact h
  -- on the periodic mesh every link occurs once above and once below the fraction bar
  have hprod : ∏ k, plaquette u k = 1 := by
    have s₁ : ∏ k, link u (1, 0) (k + (0, 1)) = ∏ k, link u (1, 0) k :=
      Equiv.prod_comp (Equiv.addRight ((0, 1) : ZMod N₁ × ZMod N₂)) (link u (1, 0))
    have s₂ : ∏ k, link u (0, 1) (k + (1, 0)) = ∏ k, link u (0, 1) k :=
      Equiv.prod_comp (Equiv.addRight ((1, 0) : ZMod N₁ × ZMod N₂)) (link u (0, 1))
    simp only [plaquette]
    rw [Finset.prod_div_distrib, Finset.prod_mul_distrib, Finset.prod_mul_distrib, s₁, s₂]
    apply div_self
    apply mul_ne_zero
    · exact Finset.prod_ne_zero_iff.2 fun k _ => norm_ne_zero_iff.1 (by rw [n₁]; exact one_ne_zero)
    · exact Finset.prod_ne_zero_iff.2 fun k _ => norm_ne_zero_iff.1 (by rw [n₂]; exact one_ne_zero)
  have hone : Complex.exp (((∑ k, flux u k : ℝ) : ℂ) * I) = 1 := by
    rw [Complex.ofReal_sum, Finset.sum_mul, Complex.exp_sum, ← hprod]
    exact Finset.prod_congr rfl fun k _ => hexp k
  obtain ⟨m, hm⟩ := Complex.exp_eq_one_iff.1 hone
  refine ⟨m, ?_⟩
  have hc : ((∑ k, flux u k : ℝ) : ℂ) = ((2 * π * m : ℝ) : ℂ) := by
    apply mul_right_cancel₀ Complex.I_ne_zero
    rw [hm]
    push_cast
    ring
  exact Complex.ofReal_injective hc
```

On a patch with open edges, the interior links still cancel but those along the boundary remain. The total flux is then fixed modulo $2\pi$ by the Berry phase around the boundary, which can take any value.

## Nonzero rescaling leaves each flux unchanged

The gauge theorem replaces $u(k)$ by $c(k)u(k)$ and assumes `hc`: $c(k)\neq0$ at every point. Arbitrary phases are the case $|c(k)|=1$; the wider condition also allows changes of normalisation. No smoothness from one point to the next is required.

The derivation by hand starts by removing the denominators. The inverse of a phase is its conjugate, and conjugating an overlap exchanges its two states. When the overlaps are nonzero, this gives
$$Q(k)=\frac{L(k)}{|L(k)|},\qquad F(k)=\arg L(k).$$

The lemma `arg_normalized_quotient` proves the underlying identity for four complex numbers. Its step `hinv` is the rule for inverting a phase, and `Complex.arg_real_mul` removes the positive real factor left by the moduli. Zero values are treated as separate cases, so the gauge theorem needs no overlap hypothesis.

```lean
/-- If `a`, `b`, `c`, `d` are each divided by their modulus, the quotient of the first two by the
last two has the same argument as `a * b * conj c * conj d`. -/
theorem arg_normalized_quotient (a b c d : ℂ) :
    arg (a / (‖a‖ : ℂ) * (b / (‖b‖ : ℂ)) / (c / (‖c‖ : ℂ) * (d / (‖d‖ : ℂ)))) =
      arg (a * b * conj c * conj d) := by
  by_cases ha : a = 0
  · simp [ha]
  by_cases hb : b = 0
  · simp [hb]
  by_cases hc : c = 0
  · simp [hc]
  by_cases hd : d = 0
  · simp [hd]
  -- the inverse of a phase is its conjugate
  have hinv : ∀ z : ℂ, z ≠ 0 → (z / (‖z‖ : ℂ))⁻¹ = conj z / (‖z‖ : ℂ) := by
    intro z hz
    have hn : (‖z‖ : ℂ) ≠ 0 := Complex.ofReal_ne_zero.2 (norm_ne_zero_iff.2 hz)
    have hzz : z * conj z = (‖z‖ : ℂ) ^ 2 := by
      rw [Complex.mul_conj, Complex.normSq_eq_norm_sq, Complex.ofReal_pow]
    rw [inv_div, div_eq_div_iff hz hn]
    linear_combination -hzz
  have hr : 0 < (‖a‖ * ‖b‖ * ‖c‖ * ‖d‖)⁻¹ := by positivity
  rw [← Complex.arg_real_mul (a * b * conj c * conj d) hr]
  congr 1
  rw [div_eq_mul_inv, mul_inv, hinv c hc, hinv d hd]
  push_cast
  ring
```

Applying the identity to the four overlaps gives $F(k)=\arg L(k)$, with `inner_conj_symm` exchanging the states in the two conjugated factors.

```lean
/-- The flux through a plaquette is the argument of the cyclic product of its raw overlaps. -/
theorem flux_eq_arg_overlapLoop (u : ZMod N₁ × ZMod N₂ → E) (k : ZMod N₁ × ZMod N₂) :
    flux u k = arg (overlapLoop u k) := by
  unfold flux plaquette link overlapLoop
  rw [arg_normalized_quotient, inner_conj_symm, inner_conj_symm,
    add_right_comm k (0, 1) (1, 0)]
```

Under the rescaling, $\langle u(p),u(q)\rangle$ becomes $\overline{c(p)}\,c(q)\,\langle u(p),u(q)\rangle$. Each corner of the loop appears once on the left of an overlap and once on the right, so
$$L(k)\longmapsto |c(k)|^2\,|c(k+e_1)|^2\,|c(k+e_1+e_2)|^2\,|c(k+e_2)|^2\,L(k).$$
The prefactor is positive because every $c$ is nonzero, and a positive factor does not change an argument. In the proof, `hp` and `hr` establish this positivity, and the closing `ring` pairs each factor with its conjugate.

```lean
/-- Each plaquette flux is unchanged when the states are multiplied by arbitrary nonzero
complex numbers, in particular by arbitrary phases. -/
theorem flux_gauge_invariant (u : ZMod N₁ × ZMod N₂ → E) (c : ZMod N₁ × ZMod N₂ → ℂ)
    (hc : ∀ k, c k ≠ 0) (k : ZMod N₁ × ZMod N₂) :
    flux (fun q => c q • u q) k = flux u k := by
  have hp := fun q => Complex.normSq_pos.2 (hc q)
  have hr := mul_pos (mul_pos (hp k) (hp (k + (1, 0))))
    (mul_pos (hp (k + (1, 0) + (0, 1))) (hp (k + (0, 1))))
  rw [flux_eq_arg_overlapLoop, flux_eq_arg_overlapLoop,
    ← Complex.arg_real_mul (overlapLoop u k) hr]
  congr 1
  -- every factor meets its own conjugate around the loop
  simp only [overlapLoop, inner_smul_left, inner_smul_right, Complex.ofReal_mul,
    ← Complex.mul_conj]
  ring
```

A factor of zero would erase a state together with the phases of its overlaps, leaving no flux through the adjoining plaquettes to compare.

Gauge freedom could also be built into the objects, by assigning to each $k$ the projector $P(k)$ onto the line spanned by $u(k)$ and defining
$$F(k)=\arg\operatorname{tr}\big[P(k)P(k+e_1)P(k+e_1+e_2)P(k+e_2)\big].$$
Invariance under rescaling would then need no theorem, but the cancellation argument above, which treats links as complex numbers, would start by choosing a vector on each line. For a group of bands that touch one another but stay separate from the rest, $u(k)$ can be taken as the normalised antisymmetrised product of the group's states at $k$; its overlaps are determinants of the matrices of overlaps between all the group's orthonormal states at one point and all those at the other.

## A two-component family with total flux −2π

The hypotheses do not force the integer to vanish. On the $4\times4$ mesh, take states given row by row, with $k_2$ labelling the row. After normalisation they are
$$(1,0),\qquad \tfrac{1}{\sqrt2}(1,i^{k_1}),\qquad (0,1),\qquad \tfrac1{\sqrt2}(1,1)$$
for $k_2=0,1,2,3$. The code omits the factors $1/\sqrt2$.

```lean
/-- A family of two-component states on the 4 × 4 mesh, given row by row. -/
def twoBand (k : ZMod 4 × ZMod 4) : EuclideanSpace ℂ (Fin 2) :=
  if k.2 = 0 then !₂[1, 0] else if k.2 = 1 then !₂[1, I ^ k.1.val]
  else if k.2 = 2 then !₂[0, 1] else !₂[1, 1]
```

With the unnormalised vectors, the overlaps around a plaquette in the first two rows multiply to
$$k_2=0:\quad 1\cdot1\cdot(1-i)\cdot1=1-i,$$
$$k_2=1:\quad (1+i)\cdot\overline{i^{k_1+1}}\cdot1\cdot i^{k_1}=(1+i)(-i)=1-i.$$
For $k_2=2$ and $k_2=3$ the product is $2$. Normalised states give $(1-i)/4$ and $1/2$, with the same arguments. In the Lean proof, `hw` checks that the relative phase factor is multiplied by $i$ at every step along the row, including the step across the boundary.

```lean
/-- The cyclic overlap products of the two-component family are `1 - i` on the first two rows
of plaquettes and `2` on the other two. -/
theorem twoBand_overlapLoop (a : ZMod 4) :
    overlapLoop twoBand (a, 0) = 1 - I ∧ overlapLoop twoBand (a, 1) = 1 - I ∧
      overlapLoop twoBand (a, 2) = 2 ∧ overlapLoop twoBand (a, 3) = 2 := by
  have d10 : (1 : ZMod 4) ≠ 0 := by decide
  have d20 : (2 : ZMod 4) ≠ 0 := by decide
  have d21 : (2 : ZMod 4) ≠ 1 := by decide
  have d30 : (3 : ZMod 4) ≠ 0 := by decide
  have d31 : (3 : ZMod 4) ≠ 1 := by decide
  have d32 : (3 : ZMod 4) ≠ 2 := by decide
  have b0 : ∀ x, twoBand (x, 0) = !₂[1, 0] := fun x => by simp [twoBand]
  have b1 : ∀ x, twoBand (x, 1) = !₂[1, I ^ x.val] := fun x => by simp [twoBand, d10]
  have b2 : ∀ x, twoBand (x, 2) = !₂[0, 1] := fun x => by simp [twoBand, d20, d21]
  have b3 : ∀ x, twoBand (x, 3) = !₂[1, 1] := fun x => by simp [twoBand, d30, d31, d32]
  have s1 : (1 : ZMod 4) + 1 = 2 := by decide
  have s2 : (2 : ZMod 4) + 1 = 3 := by decide
  have s3 : (3 : ZMod 4) + 1 = 0 := by decide
  have hin : ∀ p q r s : ℂ, inner ℂ (!₂[p, q] : EuclideanSpace ℂ (Fin 2)) !₂[r, s] =
      conj p * r + conj q * s := by
    intro p q r s
    simp [PiLp.inner_apply, Fin.sum_univ_two]
    ring
  -- one step along the row multiplies the relative phase by `i`, also across the boundary
  have hw : I ^ (a + 1).val = I ^ a.val * I := by
    have hv : ∀ x : ZMod 4, (x + 1).val = (x.val + 1) % 4 := by decide
    rw [hv, ← Complex.I_pow_eq_pow_mod, pow_succ]
  have hc : conj (I ^ a.val) * I ^ a.val = 1 := by
    rw [map_pow, Complex.conj_I, ← mul_pow]
    simp
  refine ⟨?_, ?_, ?_, ?_⟩ <;>
    simp only [overlapLoop, Prod.mk_add_mk, add_zero, zero_add, s1, s2, s3, b0, b1, b2, b3,
      hin, hw, map_one, map_zero, map_mul, Complex.conj_I]
  · linear_combination (-I) * hc
  · linear_combination (-I + conj (I ^ a.val) * I ^ a.val + 1) * hc -
      (conj (I ^ a.val) * I ^ a.val) ^ 2 * Complex.I_sq
  · norm_num
  · norm_num
```

The flux in the first two rows follows from $1-i=\sqrt2\,\big(\cos(-\tfrac{\pi}{4})+i\sin(-\tfrac{\pi}{4})\big)$.

```lean
/-- The complex number `1 - i` has argument `-π/4`. -/
theorem arg_one_sub_I : arg (1 - I) = -(π / 4) := by
  have h : (1 - I : ℂ) = ((Real.sqrt 2 : ℝ) : ℂ) *
      (Complex.cos ((-(π / 4) : ℝ) : ℂ) + Complex.sin ((-(π / 4) : ℝ) : ℂ) * I) := by
    rw [← Complex.ofReal_cos, ← Complex.ofReal_sin, Real.cos_neg, Real.sin_neg,
      Real.cos_pi_div_four, Real.sin_pi_div_four]
    have h2 : ((Real.sqrt 2 : ℝ) : ℂ) * ((Real.sqrt 2 : ℝ) : ℂ) = 2 := by
      rw [← Complex.ofReal_mul, Real.mul_self_sqrt (by norm_num)]
      norm_num
    push_cast
    linear_combination (-(1 - I) / 2) * h2
  rw [h]
  exact Complex.arg_mul_cos_add_sin_mul_I (by positivity)
    ⟨by linarith [Real.pi_pos], by linarith [Real.pi_pos]⟩
```

Eight plaquettes therefore carry $-\pi/4$ each and the other eight carry zero, so the total is $-2\pi$ and $m=-1$. The last theorem also verifies both overlap hypotheses: if a neighbour overlap vanished, some $L(k)$ would vanish with it, and every $L(k)$ is $1-i$ or $2$.

```lean
/-- The two-component family `twoBand` has nonzero neighbour overlaps and total flux `-2π`. -/
theorem total_flux_quantized_witness :
    (∀ k, inner ℂ (twoBand k) (twoBand (k + (1, 0))) ≠ 0) ∧
      (∀ k, inner ℂ (twoBand k) (twoBand (k + (0, 1))) ≠ 0) ∧
      ∑ k, flux twoBand k = -(2 * π) := by
  have hI : (1 - I : ℂ) ≠ 0 := by
    intro h
    have := congrArg Complex.re h
    simp at this
  have hne : ∀ k, overlapLoop twoBand k ≠ 0 := by
    rintro ⟨a, b⟩
    obtain ⟨l0, l1, l2, l3⟩ := twoBand_overlapLoop a
    have hb : ∀ x : ZMod 4, x = 0 ∨ x = 1 ∨ x = 2 ∨ x = 3 := by decide
    rcases hb b with h | h | h | h <;> rw [h]
    · rw [l0]; exact hI
    · rw [l1]; exact hI
    · rw [l2]; exact two_ne_zero
    · rw [l3]; exact two_ne_zero
  refine ⟨fun k h => hne k ?_, fun k h => hne k ?_, ?_⟩
  · rw [overlapLoop, h, zero_mul, zero_mul, zero_mul]
  · have h' : inner ℂ (twoBand (k + (0, 1))) (twoBand k) = 0 := by
      rw [← inner_conj_symm, h, map_zero]
    rw [overlapLoop, h', mul_zero]
  · -- eight plaquettes carry `-π/4` each, the other eight carry nothing
    have hs : ∀ f : ZMod 4 → ℝ, ∑ b, f b = f 0 + f 1 + f 2 + f 3 :=
      fun f => Fin.sum_univ_four f
    have h2 : arg (2 : ℂ) = 0 := by simp
    have hrow : ∀ a : ZMod 4, ∑ b, flux twoBand (a, b) = -(π / 2) := by
      intro a
      obtain ⟨l0, l1, l2, l3⟩ := twoBand_overlapLoop a
      rw [hs]
      simp only [flux_eq_arg_overlapLoop, l0, l1, l2, l3, arg_one_sub_I, h2]
      ring
    rw [Fintype.sum_prod_type]
    simp only [hrow]
    rw [hs]
    ring

end

end LatticeChernNumber
```

```lean
#print axioms LatticeChernNumber.total_flux_quantized
#print axioms LatticeChernNumber.flux_gauge_invariant
```

```
'LatticeChernNumber.total_flux_quantized' depends on axioms: [propext, Classical.choice, Quot.sound]
'LatticeChernNumber.flux_gauge_invariant' depends on axioms: [propext, Classical.choice, Quot.sound]
```
